# The momentum operator on an interval is symmetric up to a boundary term

For two wavefunctions `f` and `g`, continuously differentiable on the whole real line, the theorem compares the overlap of `f` with the momentum operator applied to `g` and the overlap of the momentum operator applied to `f` with `g`, both taken as integrals from 0 to L. With ħ = 1, the first minus the second equals −i times the change in conj(f)·g between 0 and L. No boundary conditions are imposed, the wavefunctions need not be normalised, and L may be any real number. The proof differentiates conj(f)·g by the product rule, turns the boundary term into an integral by the fundamental theorem of calculus, and then tries to merge the two overlaps into one integral so that the integrands can be compared.

This version doesn't compile in Lean 4 with Mathlib:

```lean
import Mathlib

open ComplexConjugate
open Complex (I)

namespace BoundaryTerm

noncomputable section

/-- The overlap `⟨f, g⟩` of two wavefunctions on the interval from `0` to `L`. -/
def overlap (L : ℝ) (f g : ℝ → ℂ) : ℂ := ∫ x in (0 : ℝ)..L, conj (f x) * g x

/-- The momentum operator `-i d/dx` (with `ħ = 1`), for differentiable wavefunctions. -/
def momentum (f : ℝ → ℂ) : ℝ → ℂ := fun x => -I * deriv f x

/-- For continuously differentiable wavefunctions, the failure of the momentum operator to be
symmetric is a boundary term. -/
theorem boundary_term (L : ℝ) {f g : ℝ → ℂ} (hf : ContDiff ℝ 1 f) (hg : ContDiff ℝ 1 g) :
    overlap L f (momentum g) - overlap L (momentum f) g
      = -I * (conj (f L) * g L - conj (f 0) * g 0) := by
  have hf' : Continuous (deriv f) := hf.continuous_deriv (by simp)
  have hg' : Continuous (deriv g) := hg.continuous_deriv (by simp)
  have hPf : Continuous (momentum f) := continuous_const.mul hf'
  have hPg : Continuous (momentum g) := continuous_const.mul hg'
  have hcf : Continuous (fun x => conj (f x)) := Complex.continuous_conj.comp hf.continuous
  have hcf' : Continuous (fun x => conj (deriv f x)) := Complex.continuous_conj.comp hf'
  have hcPf : Continuous (fun x => conj (momentum f x)) := Complex.continuous_conj.comp hPf
  -- the product rule for the density `conj f * g`
  have hd : ∀ x, HasDerivAt (fun y => conj (f y) * g y)
      (conj (deriv f x) * g x + conj (f x) * deriv g x) x := by
    intro x
    have h1 : HasDerivAt (fun y => conj (f y)) (conj (deriv f x)) x :=
      ((hf.differentiable (by simp)) x).hasDerivAt.star
    exact h1.fun_mul ((hg.differentiable (by simp)) x).hasDerivAt
  -- the fundamental theorem of calculus
  have hftc := intervalIntegral.integral_eq_sub_of_hasDerivAt (a := 0) (b := L)
    (fun x _ => hd x)
    (((hcf'.mul hg.continuous).add (hcf.mul hg')).intervalIntegrable _ _)
  rw [← hftc, ← intervalIntegral.integral_const_mul]
  unfold overlap
  rw [← intervalIntegral.integral_sub ((hcf.mul hPg).intervalIntegrable _ _)
    ((hcPf.mul hg.continuous).intervalIntegrable _ _)]
  congr 1
  funext x
  simp only [momentum, map_mul, map_neg, Complex.conj_I]
  ring

end

end BoundaryTerm
```

Messages:

```
Main.lean:41:6: error: Tactic `rewrite` failed: Did not find an occurrence of the pattern
  ∫ (x : ℝ) in ?m.467..?m.468, ((fun x => (starRingEnd ℂ) (f x)) * momentum g) x ∂?m.464 -
    ∫ (x : ℝ) in ?m.467..?m.468, ((fun x => (starRingEnd ℂ) (momentum f x)) * g) x ∂?m.464
in the target expression
  (∫ (x : ℝ) in 0..L, (starRingEnd ℂ) (f x) * momentum g x) - ∫ (x : ℝ) in 0..L, (starRingEnd ℂ) (momentum f x) * g x =
    ∫ (x : ℝ) in 0..L, -I * ((starRingEnd ℂ) (deriv f x) * g x + (starRingEnd ℂ) (f x) * deriv g x)

L : ℝ
f g : ℝ → ℂ
hf : ContDiff ℝ 1 f
hg : ContDiff ℝ 1 g
hf' : Continuous (deriv f)
hg' : Continuous (deriv g)
hPf : Continuous (momentum f)
hPg : Continuous (momentum g)
hcf : Continuous fun x => (starRingEnd ℂ) (f x)
hcf' : Continuous fun x => (starRingEnd ℂ) (deriv f x)
hcPf : Continuous fun x => (starRingEnd ℂ) (momentum f x)
hd :
  ∀ (x : ℝ),
    HasDerivAt (fun y => (starRingEnd ℂ) (f y) * g y)
      ((starRingEnd ℂ) (deriv f x) * g x + (starRingEnd ℂ) (f x) * deriv g x) x
hftc :
  ∫ (y : ℝ) in 0..L, (starRingEnd ℂ) (deriv f y) * g y + (starRingEnd ℂ) (f y) * deriv g y =
    (starRingEnd ℂ) (f L) * g L - (starRingEnd ℂ) (f 0) * g 0
⊢ (∫ (x : ℝ) in 0..L, (starRingEnd ℂ) (f x) * momentum g x) - ∫ (x : ℝ) in 0..L, (starRingEnd ℂ) (momentum f x) * g x =
    ∫ (x : ℝ) in 0..L, -I * ((starRingEnd ℂ) (deriv f x) * g x + (starRingEnd ℂ) (f x) * deriv g x)
```

Fix (accepted with no message):

```diff
@@ -39,6 +39,9 @@
   rw [← hftc, ← intervalIntegral.integral_const_mul]
   unfold overlap
-  rw [← intervalIntegral.integral_sub ((hcf.mul hPg).intervalIntegrable _ _)
-    ((hcPf.mul hg.continuous).intervalIntegrable _ _)]
+  have i1 : IntervalIntegrable (fun x => conj (f x) * momentum g x)
+      MeasureTheory.volume 0 L := (hcf.mul hPg).intervalIntegrable _ _
+  have i2 : IntervalIntegrable (fun x => conj (momentum f x) * g x)
+      MeasureTheory.volume 0 L := (hcPf.mul hg.continuous).intervalIntegrable _ _
+  rw [← intervalIntegral.integral_sub i1 i2]
   congr 1
   funext x
```

Diagnosis. The error says that `rw` could not find the difference of integrals it was asked to merge. Used backwards, `intervalIntegral.integral_sub` takes its two integrands from the integrability proofs it is given. Those proofs came from `Continuous.mul`, and here they describe each integrand as a product of two functions, applied to `x` only afterwards: `((fun x => conj (f x)) * momentum g) x`. The goal has the product of values, `conj (f x) * momentum g x`. The two are equal by definition, but seeing it means unfolding multiplication of functions, which `rw` does not do when it searches for a pattern.

The repair states the two integrability facts first, as `i1` and `i2`, with the integrands written as in the goal. Lean accepts the old proofs for them, because checking a proof against a stated type does allow that unfolding. The rewrite then looks for integrands in the form the goal has, and succeeds. The new statements also fix the measure and the endpoints, which were still open in the failed pattern, but those were not the obstacle, since `rw` can fill them in while matching.
